# With two species mixing ideally on each of two equal sublattices, the free energy is convex exactly when the reciprocal energy is at most four times the thermal energy in magnitude

Let species a and b share one sublattice, with site fractions $y$ and $1-y$, and let c and d share a second, with site fractions $z$ and $1-z$. For end-member energies $G_{ac},G_{ad},G_{bc},G_{bd}$ per formula unit and a thermal energy $T>0$ (the temperature times Boltzmann's constant), the free energy per formula unit

$$G(y,z)=yzG_{ac}+y(1-z)G_{ad}+(1-y)zG_{bc}+(1-y)(1-z)G_{bd}+T\,(s(y)+s(z)),$$

with $s(t)=t\ln t+(1-t)\ln(1-t)$, is jointly convex on the open unit square if and only if

$$|W|\le 4T,\qquad W=G_{ac}+G_{bd}-G_{ad}-G_{bc}.$$

The same criterion holds on every smaller open square centred at $y=z=1/2$. In alloy thermodynamics it tests fitted end-member energies for a miscibility gap within one phase, provided that the four species are distinct and that the phase has one site of each kind per formula unit and no excess mixing terms.

## Entropy curvature against reciprocal energy

Differentiating twice gives

$$s'(t)=\ln t-\ln(1-t),\qquad s''(t)=\frac1t+\frac1{1-t}=\frac1{t(1-t)}\ge 4 .$$

Hence $s(t)-2t^2$ is convex on $(0,1)$. Expanding the reference surface leaves $W$ as the coefficient of $yz$, so

$$G=\text{affine}+T\,[s(y)-2y^2+s(z)-2z^2]+Q,$$

$$Q=2T(y^2+z^2)+Wyz=\tfrac{4T+W}{4}(y+z)^2+\tfrac{4T-W}{4}(y-z)^2 .$$

If $|W|\le4T$, both coefficients in $Q$ are non-negative and $G$ is convex.

For the converse, take $0<h<1/2$ and $\sigma=\pm1$, and split the equimolar solution into equal amounts of $(1/2+h,\,1/2+\sigma h)$ and $(1/2-h,\,1/2-\sigma h)$. The affine part cancels, and the $yz$ term changes the summed energy by $2\sigma Wh^2$.

To bound the entropy cost, note that $t(1-t)\ge 1/4-h^2$ on $[1/2-h,1/2+h]$, so $s''\le 4/(1-4h^2)$ there. The function $\frac{2}{1-4h^2}t^2-s(t)$ is therefore convex on that interval, and its midpoint inequality reads

$$s(\tfrac12+h)+s(\tfrac12-h)-2s(\tfrac12)\le\frac{4h^2}{1-4h^2}.$$

Each sublattice pays this cost once, so the total change is at most

$$2h^2\left(\sigma W+\frac{4T}{1-4h^2}\right),$$

which is negative when $-\sigma W(1-4h^2)>4T$.

Now suppose $|W|>4T$. Choose $\sigma$ so that $-\sigma W=|W|$. For a square of half-width $r\le1/2$, put $d=1-4T/|W|$ (a number, not the species d), which lies in $(0,1)$, and $h=rd/2<r$. Then $4h^2=r^2d^2<d$, so $|W|(1-4h^2)>|W|(1-d)=4T$. The split stays inside the square and lowers the free energy, which contradicts convexity.

**A numerical case.** Take $T=1$, $G_{ac}=5$ and the other energies zero, so $W=5>4$. With $h=0.2$ and $\sigma=-1$, the test value is $5(1-0.16)=4.2>4$. The two compositions $(0.7,0.3)$ and $(0.3,0.7)$ each have $G=1.05+2s(0.7)\approx-0.172$, while the equimolar solution has $G=1.25-2\ln2\approx-0.136$. Splitting is favourable.

**Off-centre squares.** The criterion fails if the square need not be centred. With the same energies, on $(0,0.1)^2$ both entropy curvatures exceed $1/0.09>11$. The Hessian determinant then exceeds $121-25>0$, and $G$ is convex there although $|W|>4T$.

## The free energy in Lean

```lean
import Mathlib

open Set

namespace ReciprocalSolution

noncomputable section
```

All quantities are real numbers. The function `mixTerm` is $s$, the negative of the ideal mixing entropy per site in units of Boltzmann's constant.

```lean
/-- The ideal mixing term `t ln t + (1 - t) ln (1 - t)` of one sublattice,
for a site fraction `t` strictly between 0 and 1. -/
def mixTerm (t : ℝ) : ℝ := t * Real.log t + (1 - t) * Real.log (1 - t)
```

The sign convention for $W$ puts ac and bd on the positive side.

```lean
/-- The reciprocal energy: the energy difference between the two pairs of end-members
`ac + bd` and `ad + bc`. -/
def reciprocalEnergy (Gac Gad Gbc Gbd : ℝ) : ℝ := Gac + Gbd - Gad - Gbc
```

In `freeEnergy`, `T` is the thermal energy: $k_BT$ per formula unit, or $RT$ per mole. The end-member energies are fixed numbers at that temperature. Unequal site numbers, excess interactions and competing phases are not described.

```lean
/-- The two-sublattice free energy at site fractions `y` (of a on the first sublattice) and
`z` (of c on the second), with the temperature `T` in energy units. -/
def freeEnergy (Gac Gad Gbc Gbd T y z : ℝ) : ℝ :=
  y * z * Gac + y * (1 - z) * Gad + (1 - y) * z * Gbc + (1 - y) * (1 - z) * Gbd
    + T * (mixTerm y + mixTerm z)
```

## Curvature of the mixing term

The next two lemmas are the derivatives $s'$ and $s''$. The product and logarithm rules supply the raw derivative, and algebra brings it to the stated form.

```lean
/-- The slope of the ideal mixing term at a site fraction strictly between 0 and 1
is `ln t - ln (1 - t)`. -/
theorem hasDerivAt_mixTerm {t : ℝ} (ht : t ∈ Ioo (0 : ℝ) 1) :
    HasDerivAt mixTerm (Real.log t - Real.log (1 - t)) t := by
  have h0 : t ≠ 0 := ht.1.ne'
  have h1 : 1 - t ≠ 0 := (sub_pos.2 ht.2).ne'
  have d1 : HasDerivAt (fun x : ℝ => 1 - x) (-1) t := (hasDerivAt_id' t).const_sub 1
  have d2 := (hasDerivAt_id' t).fun_mul (Real.hasDerivAt_log h0)
  have d3 := d1.fun_mul (d1.log h1)
  refine (d2.fun_add d3).congr_deriv ?_
  have e1 : t * t⁻¹ = 1 := mul_inv_cancel₀ h0
  have e2 : (1 - t) * (-1 / (1 - t)) = -1 := by field_simp
  linear_combination e1 + e2

/-- The derivative of `ln t - ln (1 - t)` at a site fraction `t` strictly between 0 and 1 is
`1 / (t (1 - t))`. -/
theorem hasDerivAt_mixTerm_slope {t : ℝ} (ht : t ∈ Ioo (0 : ℝ) 1) :
    HasDerivAt (fun x => Real.log x - Real.log (1 - x)) (1 / (t * (1 - t))) t := by
  have h0 : t ≠ 0 := ht.1.ne'
  have h1 : 1 - t ≠ 0 := (sub_pos.2 ht.2).ne'
  have d1 : HasDerivAt (fun x : ℝ => 1 - x) (-1) t := (hasDerivAt_id' t).const_sub 1
  refine ((Real.hasDerivAt_log h0).fun_sub (d1.log h1)).congr_deriv ?_
  field_simp
  ring
```

The curvature criterion treats $a\,s(t)+b\,t^2$ on any convex set `D` inside $(0,1)$; here `a` and `b` are real coefficients, not species. The facts `d1` and `d2` are the first and second derivatives, and Mathlib's second-derivative test turns a non-negative curvature into convexity.

```lean
/-- On a convex set of site fractions strictly between 0 and 1, the mixing term with weight `a`
plus a parabola `b t²` is convex if its curvature `a / (t (1 - t)) + 2 b` is non-negative there. -/
theorem convexOn_mixTerm_add_sq {a b : ℝ} {D : Set ℝ} (hD : Convex ℝ D)
    (hs : D ⊆ Ioo (0 : ℝ) 1) (hc : ∀ t ∈ D, 0 ≤ a / (t * (1 - t)) + 2 * b) :
    ConvexOn ℝ D (fun t => a * mixTerm t + b * t ^ 2) := by
  have d1 : ∀ t ∈ D, HasDerivAt (fun t => a * mixTerm t + b * t ^ 2)
      (a * (Real.log t - Real.log (1 - t)) + b * (2 * t)) t := by
    intro t ht
    have hsq : HasDerivAt (fun x : ℝ => x ^ 2) (2 * t) t := by
      simpa using hasDerivAt_pow 2 t
    exact ((hasDerivAt_mixTerm (hs ht)).const_mul a).fun_add (hsq.const_mul b)
  have d2 : ∀ t ∈ D, HasDerivAt
      (fun t => a * (Real.log t - Real.log (1 - t)) + b * (2 * t))
      (a / (t * (1 - t)) + 2 * b) t := by
    intro t ht
    refine (((hasDerivAt_mixTerm_slope (hs ht)).const_mul a).fun_add
      (((hasDerivAt_id' t).const_mul 2).const_mul b)).congr_deriv ?_
    ring
  exact convexOn_of_hasDerivWithinAt2_nonneg hD
    (fun t ht => (d1 t ht).continuousAt.continuousWithinAt)
    (fun t ht => (d1 t (interior_subset ht)).hasDerivWithinAt)
    (fun t ht => (d2 t (interior_subset ht)).hasDerivWithinAt)
    (fun t ht => hc t (interior_subset ht))
```

## The cost of a symmetric split

Here the criterion is applied with `a = -1` and `b = 2 / (1 - 4 * h ^ 2)` on the closed interval. The step `hle` is the curvature bound, and `key` is the midpoint inequality.

```lean
/-- Splitting an equimolar sublattice into fractions `1/2 + h` and `1/2 - h`, with `0 < h < 1/2`,
raises the summed mixing term by at most `4 h² / (1 - 4 h²)`. -/
theorem mixTerm_split_le {h : ℝ} (h0 : 0 < h) (h1 : h < 1 / 2) :
    mixTerm (1 / 2 + h) + mixTerm (1 / 2 - h) - 2 * mixTerm (1 / 2)
      ≤ 4 * h ^ 2 / (1 - 4 * h ^ 2) := by
  have hd : 0 < 1 - 4 * h ^ 2 := by nlinarith
  -- a parabola with the largest curvature on the interval dominates the mixing term
  have hc := convexOn_mixTerm_add_sq (a := -1) (b := 2 / (1 - 4 * h ^ 2))
    (convex_Icc (1 / 2 - h) (1 / 2 + h))
    (fun t ht => ⟨by linarith [ht.1], by linarith [ht.2]⟩) (by
      intro t ht
      have hp : 0 < t * (1 - t) :=
        mul_pos (by linarith [ht.1]) (by linarith [ht.2])
      have hle : 1 / (t * (1 - t)) ≤ 4 / (1 - 4 * h ^ 2) := by
        rw [div_le_div_iff₀ hp hd]
        nlinarith [mul_nonneg (sub_nonneg.2 ht.1) (sub_nonneg.2 ht.2)]
      have e : -1 / (t * (1 - t)) + 2 * (2 / (1 - 4 * h ^ 2))
          = 4 / (1 - 4 * h ^ 2) - 1 / (t * (1 - t)) := by ring
      rw [e]
      linarith)
  have m1 : 1 / 2 + h ∈ Icc (1 / 2 - h) (1 / 2 + h) := ⟨by linarith, le_refl _⟩
  have m2 : 1 / 2 - h ∈ Icc (1 / 2 - h) (1 / 2 + h) := ⟨le_refl _, by linarith⟩
  have hh : (0 : ℝ) ≤ 1 / 2 := by norm_num
  have key := hc.2 m1 m2 hh hh (by norm_num)
  simp only [smul_eq_mul] at key
  have e1 : 1 / 2 * (1 / 2 + h) + 1 / 2 * (1 / 2 - h) = 1 / 2 := by ring
  have e2 : 4 * h ^ 2 / (1 - 4 * h ^ 2) = 2 * (2 / (1 - 4 * h ^ 2)) * h ^ 2 := by ring
  rw [e1] at key
  rw [e2]
  generalize 2 / (1 - 4 * h ^ 2) = b at key ⊢
  nlinarith [key]
```

## Demixing at the equimolar point

In this theorem `cost` is the entropy bound multiplied by $T$, and `gain` is the hypothesis `hW` rearranged. The two signs of `σ` are treated separately; for $\sigma=-1$ the second sublattice swaps its two fractions.

```lean
variable {Gac Gad Gbc Gbd T : ℝ}

/-- Demixing: for `T > 0` and `0 < h < 1/2`, if `-σ W (1 - 4 h²) > 4 T` with `W` the reciprocal
energy and `σ = ±1`, then splitting the equimolar solution into equal amounts of
`(1/2 + h, 1/2 + σ h)` and `(1/2 - h, 1/2 - σ h)` lowers the free energy. -/
theorem demixing_lowers_freeEnergy {h σ : ℝ} (hT : 0 < T) (h0 : 0 < h) (h1 : h < 1 / 2)
    (hσ : σ = 1 ∨ σ = -1)
    (hW : 4 * T < -σ * reciprocalEnergy Gac Gad Gbc Gbd * (1 - 4 * h ^ 2)) :
    freeEnergy Gac Gad Gbc Gbd T (1 / 2 + h) (1 / 2 + σ * h)
      + freeEnergy Gac Gad Gbc Gbd T (1 / 2 - h) (1 / 2 - σ * h)
      < 2 * freeEnergy Gac Gad Gbc Gbd T (1 / 2) (1 / 2) := by
  have hd : 0 < 1 - 4 * h ^ 2 := by nlinarith
  -- entropy cost of the split against its energy gain
  have cost := mul_le_mul_of_nonneg_left (mixTerm_split_le h0 h1) hT.le
  have gain := mul_lt_mul_of_pos_right ((div_lt_iff₀ hd).2 hW) (pow_pos h0 2)
  have e : T * (4 * h ^ 2 / (1 - 4 * h ^ 2)) = 4 * T / (1 - 4 * h ^ 2) * h ^ 2 := by ring
  rw [e] at cost
  have net := lt_of_le_of_lt cost gain
  unfold reciprocalEnergy at net
  rcases hσ with rfl | rfl
  · simp only [freeEnergy, one_mul]
    nlinarith [net]
  · have e1 : 1 / 2 + -1 * h = 1 / 2 - h := by ring
    have e2 : 1 / 2 - -1 * h = 1 / 2 + h := by ring
    simp only [freeEnergy, e1, e2]
    nlinarith [net]
```

## Convexity below the threshold

`ConvexOn` on the product set means joint convexity in the pair $(y,z)$. The proof works from the definition, with weights `a` and `b` that sum to one. The inequalities `k1` and `k2` express convexity of $s(t)-2t^2$ on each sublattice. The inequalities `q1` and `q2` are the two squares in $Q$, evaluated on the difference of the compositions and weighted by $ab$. Their linear combination is the claim.

```lean
/-- For `T > 0`, a reciprocal energy of magnitude at most `4 T` makes the free energy jointly
convex in the two site fractions on the open unit square. -/
theorem convexOn_of_abs_le (hT : 0 < T) (hW : |reciprocalEnergy Gac Gad Gbc Gbd| ≤ 4 * T) :
    ConvexOn ℝ (Ioo (0 : ℝ) 1 ×ˢ Ioo (0 : ℝ) 1)
      (fun p : ℝ × ℝ => freeEnergy Gac Gad Gbc Gbd T p.1 p.2) := by
  have g := convexOn_mixTerm_add_sq (a := 1) (b := -2) (convex_Ioo (0 : ℝ) 1)
    (fun _ ht => ht) (by
      intro t ht
      have hle : 4 ≤ 1 / (t * (1 - t)) := by
        rw [le_div_iff₀ (mul_pos ht.1 (sub_pos.2 ht.2))]
        nlinarith [sq_nonneg (2 * t - 1)]
      linarith)
  refine ⟨(convex_Ioo 0 1).prod (convex_Ioo 0 1), ?_⟩
  rintro ⟨y, z⟩ hp ⟨y', z'⟩ hq a b ha hb hab
  have hy : y ∈ Ioo (0 : ℝ) 1 := hp.1
  have hz : z ∈ Ioo (0 : ℝ) 1 := hp.2
  have hy' : y' ∈ Ioo (0 : ℝ) 1 := hq.1
  have hz' : z' ∈ Ioo (0 : ℝ) 1 := hq.2
  have k1 := mul_le_mul_of_nonneg_left (g.2 hy hy' ha hb hab) hT.le
  have k2 := mul_le_mul_of_nonneg_left (g.2 hz hz' ha hb hab) hT.le
  obtain ⟨w1, w2⟩ := abs_le.1 hW
  unfold reciprocalEnergy at w1 w2
  -- the remaining quadratic form, diagonalised along the two diagonals of the square
  have q1 := mul_nonneg (mul_nonneg ha hb)
    (mul_nonneg (neg_le_iff_add_nonneg.1 w1) (sq_nonneg ((y - y') + (z - z'))))
  have q2 := mul_nonneg (mul_nonneg ha hb)
    (mul_nonneg (sub_nonneg.2 w2) (sq_nonneg ((y - y') - (z - z'))))
  have hb' : b = 1 - a := by linarith
  subst hb'
  simp only [smul_eq_mul] at k1 k2
  simp only [Prod.smul_mk, Prod.mk_add_mk, smul_eq_mul, freeEnergy]
  linarith
```

## Centred squares and the full square

The forward direction assumes $|W|>4T$, selects `σ`, constructs $h=rd/2$ and compares `low`, the demixing inequality, with `mid`, the midpoint inequality that convexity would require. The reverse direction restricts the previous theorem to the smaller square. The condition `0 < r` keeps the square non-empty.

```lean
/-- For `T > 0`, the free energy is convex on the open square of half-width `r`, `0 < r ≤ 1/2`,
centred at the equimolar composition if and only if the reciprocal energy is at most `4 T` in
magnitude. -/
theorem convexOn_centred_square_iff {r : ℝ} (hT : 0 < T) (hr : 0 < r) (hr' : r ≤ 1 / 2) :
    ConvexOn ℝ (Ioo (1 / 2 - r) (1 / 2 + r) ×ˢ Ioo (1 / 2 - r) (1 / 2 + r))
      (fun p : ℝ × ℝ => freeEnergy Gac Gad Gbc Gbd T p.1 p.2)
      ↔ |reciprocalEnergy Gac Gad Gbc Gbd| ≤ 4 * T := by
  constructor
  · intro hconv
    by_contra hn
    have hlt := not_le.1 hn
    obtain ⟨σ, hσ, hσW⟩ : ∃ σ : ℝ, (σ = 1 ∨ σ = -1) ∧
        -σ * reciprocalEnergy Gac Gad Gbc Gbd = |reciprocalEnergy Gac Gad Gbc Gbd| := by
      rcases le_total 0 (reciprocalEnergy Gac Gad Gbc Gbd) with hw | hw
      · exact ⟨-1, Or.inr rfl, by rw [abs_of_nonneg hw]; ring⟩
      · exact ⟨1, Or.inl rfl, by rw [abs_of_nonpos hw]; ring⟩
    -- a split small enough to stay in the square and still lower the free energy
    obtain ⟨h, h0, h1, h2⟩ : ∃ h : ℝ, 0 < h ∧ h < r ∧
        4 * T < |reciprocalEnergy Gac Gad Gbc Gbd| * (1 - 4 * h ^ 2) := by
      generalize |reciprocalEnergy Gac Gad Gbc Gbd| = w at hlt
      have hw : 0 < w := by linarith
      obtain ⟨d, hd⟩ : ∃ d : ℝ, w * d = w - 4 * T :=
        ⟨(w - 4 * T) / w, by field_simp⟩
      have d0 : 0 < d := by
        by_contra hneg
        nlinarith [mul_nonneg hw.le (neg_nonneg.2 (not_lt.1 hneg))]
      have d1 : d < 1 := by
        by_contra hge
        nlinarith [mul_nonneg hw.le (sub_nonneg.2 (not_lt.1 hge))]
      have x0 : 0 < r * d := mul_pos hr d0
      have x1 : r * d ≤ 1 / 2 * d := mul_le_mul_of_nonneg_right hr' d0.le
      have x2 : r * d < r * 1 := mul_lt_mul_of_pos_left d1 hr
      have x3 : 4 * (r * d / 2) ^ 2 < d := by
        nlinarith [mul_pos x0 (show 0 < 1 - r * d by linarith)]
      exact ⟨r * d / 2, by linarith, by linarith,
        by nlinarith [mul_lt_mul_of_pos_left x3 hw]⟩
    have low := demixing_lowers_freeEnergy hT h0 (by linarith) hσ (by rw [hσW]; exact h2)
    have hb : -h ≤ σ * h ∧ σ * h ≤ h := by
      rcases hσ with rfl | rfl <;> constructor <;> linarith
    obtain ⟨b1, b2⟩ := hb
    have m1 : ((1 / 2 + h, 1 / 2 + σ * h) : ℝ × ℝ) ∈
        Ioo (1 / 2 - r) (1 / 2 + r) ×ˢ Ioo (1 / 2 - r) (1 / 2 + r) := by
      simp only [Set.mem_prod, Set.mem_Ioo]
      refine ⟨⟨?_, ?_⟩, ?_, ?_⟩ <;> linarith
    have m2 : ((1 / 2 - h, 1 / 2 - σ * h) : ℝ × ℝ) ∈
        Ioo (1 / 2 - r) (1 / 2 + r) ×ˢ Ioo (1 / 2 - r) (1 / 2 + r) := by
      simp only [Set.mem_prod, Set.mem_Ioo]
      refine ⟨⟨?_, ?_⟩, ?_, ?_⟩ <;> linarith
    have hh : (0 : ℝ) ≤ 1 / 2 := by norm_num
    have mid := hconv.2 m1 m2 hh hh (by norm_num)
    simp only [Prod.smul_mk, Prod.mk_add_mk, smul_eq_mul] at mid
    have e1 : 1 / 2 * (1 / 2 + h) + 1 / 2 * (1 / 2 - h) = 1 / 2 := by ring
    have e2 : 1 / 2 * (1 / 2 + σ * h) + 1 / 2 * (1 / 2 - σ * h) = 1 / 2 := by ring
    rw [e1, e2] at mid
    linarith
  · intro hW
    have hsub : Ioo (1 / 2 - r) (1 / 2 + r) ⊆ Ioo (0 : ℝ) 1 :=
      Ioo_subset_Ioo (by linarith) (by linarith)
    exact (convexOn_of_abs_le hT hW).subset (Set.prod_mono hsub hsub)
      ((convex_Ioo _ _).prod (convex_Ioo _ _))
```

The open unit square is the case $r=1/2$. Being open, it leaves out the compositions where a sublattice is occupied by one species only.

```lean
/-- For `T > 0`, the two-sublattice free energy is convex on the open unit square of site fractions
if and only if the reciprocal energy is at most `4 T` in magnitude. -/
theorem convexOn_unit_square_iff (hT : 0 < T) :
    ConvexOn ℝ (Ioo (0 : ℝ) 1 ×ˢ Ioo (0 : ℝ) 1)
      (fun p : ℝ × ℝ => freeEnergy Gac Gad Gbc Gbd T p.1 p.2)
      ↔ |reciprocalEnergy Gac Gad Gbc Gbd| ≤ 4 * T := by
  have key := convexOn_centred_square_iff (Gac := Gac) (Gad := Gad) (Gbc := Gbc) (Gbd := Gbd)
    (r := 1 / 2) hT (by norm_num) le_rfl
  have e1 : (1 / 2 : ℝ) - 1 / 2 = 0 := by norm_num
  have e2 : (1 / 2 : ℝ) + 1 / 2 = 1 := by norm_num
  rw [e1, e2] at key
  exact key

end

end ReciprocalSolution
```

```lean
#print axioms ReciprocalSolution.convexOn_unit_square_iff
-- 'ReciprocalSolution.convexOn_unit_square_iff' depends on axioms: [propext, Classical.choice, Quot.sound]
```
